# Poisson summation of a Gaussian over the momenta of a one-dimensional periodic box

The theorem `hasSum_momenta` concerns a Gaussian c exp(−αk²) summed over all the momenta k = 2πn/L of a one-dimensional periodic box, with n running over the integers and k = 0 included. For α > 0, L > 0 and any real c, it states that the sum converges to Lc/√(4πα) · (1 + 2 ∑_{m≥1} exp(−m²L²/(4α))), so that the momentum sum becomes a sum over periodic images. The proof takes Mathlib's Gaussian summation formula `Real.tsum_exp_neg_mul_int_sq`, rewrites its right-hand side with the preceding theorem `hasSum_gaussian_int`, and multiplies by c. It then tries to match the result `h` to the goal with `convert`.

An attempt in Lean 4 with a fault in it:

```lean
import Mathlib

open Filter Topology
open scoped Real

namespace HasSumMomenta

noncomputable section

/-- The Gaussian summand `f(k) = c exp(-α k²)` in one dimension. -/
def summand (α c k : ℝ) : ℝ := c * Real.exp (-α * k ^ 2)

/-- The sum over periodic images `∑_{m ≥ 1} exp(-m² L²/(4α))`, for `α > 0` and `L ≠ 0`; the index is
shifted by one. -/
def imageSum (α L : ℝ) : ℝ :=
  ∑' m : ℕ, Real.exp (-(L ^ 2 / (4 * α)) * ((m : ℝ) + 1) ^ 2)

/-- A Gaussian of positive exponent `b`, sampled at the integers, sums to its central value
plus twice the sum over the positive integers. -/
theorem hasSum_gaussian_int {b : ℝ} (hb : 0 < b) :
    HasSum (fun n : ℤ => Real.exp (-b * (n : ℝ) ^ 2))
      (1 + 2 * ∑' m : ℕ, Real.exp (-b * ((m : ℝ) + 1) ^ 2)) := by
  -- convergence by comparison with a geometric series
  have h0 : Summable fun n : ℕ => Real.exp (-b * (n : ℝ) ^ 2) := by
    refine Summable.of_nonneg_of_le (fun n => (Real.exp_pos _).le) (fun n => ?_)
      (summable_geometric_of_lt_one (Real.exp_pos (-b)).le
        (Real.exp_lt_one_iff.mpr (by linarith)))
    rw [← Real.exp_nat_mul]
    apply Real.exp_le_exp.mpr
    have h : (n : ℝ) ≤ (n : ℝ) ^ 2 := by
      exact_mod_cast Nat.le_self_pow two_ne_zero n
    nlinarith [mul_le_mul_of_nonneg_left h hb.le]
  have h1 : Summable fun m : ℕ => Real.exp (-b * ((m : ℝ) + 1) ^ 2) := by
    have h := (summable_nat_add_iff 1).mpr h0
    simpa only [Nat.cast_add, Nat.cast_one] using h
  have h2 : HasSum (fun n : ℕ => Real.exp (-b * (((n : ℤ) : ℝ)) ^ 2))
      (1 + ∑' m : ℕ, Real.exp (-b * ((m : ℝ) + 1) ^ 2)) := by
    have h := h0.hasSum
    rw [h0.tsum_eq_zero_add] at h
    simpa only [Int.cast_natCast, Nat.cast_add, Nat.cast_one, Nat.cast_zero, ne_eq,
      OfNat.ofNat_ne_zero, not_false_eq_true, zero_pow, mul_zero, Real.exp_zero] using h
  -- the negative integers repeat the positive ones
  have h3 : HasSum (fun n : ℕ => Real.exp (-b * ((-((n : ℤ) + 1) : ℤ) : ℝ) ^ 2))
      (∑' m : ℕ, Real.exp (-b * ((m : ℝ) + 1) ^ 2)) := by
    have e : (fun n : ℕ => Real.exp (-b * ((-((n : ℤ) + 1) : ℤ) : ℝ) ^ 2)) =
        fun m : ℕ => Real.exp (-b * ((m : ℝ) + 1) ^ 2) := by
      funext n
      push_cast
      congr 1
      ring
    rw [e]
    exact h1.hasSum
  convert HasSum.of_nat_of_neg_add_one
    (f := fun n : ℤ => Real.exp (-b * (n : ℝ) ^ 2)) h2 h3 using 1
  ring

/-- Poisson summation: for `α, L > 0` the complete momentum sum, `k = 0` included, is
`L c / √(4πα)` times one plus twice the image sum. -/
theorem hasSum_momenta {α L : ℝ} (hα : 0 < α) (hL : 0 < L) (c : ℝ) :
    HasSum (fun n : ℤ => summand α c (2 * π * n / L))
      (L * c / Real.sqrt (4 * π * α) * (1 + 2 * imageSum α L)) := by
  have hπ := Real.pi_pos
  have ha : 0 < 4 * π * α / L ^ 2 := by positivity
  have hb : 0 < L ^ 2 / (4 * α) := by positivity
  have hP := Real.tsum_exp_neg_mul_int_sq ha
  have hc : -π / (4 * π * α / L ^ 2) = -(L ^ 2 / (4 * α)) := by field_simp
  rw [hc, ← Real.sqrt_eq_rpow, Real.sqrt_div (by positivity), Real.sqrt_sq hL.le,
    (hasSum_gaussian_int hb).tsum_eq] at hP
  have hs : Summable fun n : ℤ => Real.exp (-π * (4 * π * α / L ^ 2) * (n : ℝ) ^ 2) := by
    simpa only [neg_mul] using (hasSum_gaussian_int (mul_pos hπ ha)).summable
  have h := hs.hasSum.mul_left c
  rw [hP] at h
  convert h using 1
  · funext n
    unfold summand
    congr 2
    ring
  · unfold imageSum
    rw [one_div_div]
    ring

end

end HasSumMomenta
```

The compiler's answer:

```
Main.lean:74:4: error: Tactic `apply` failed: could not unify the conclusion of `@funext`
  ?f = ?g
with the goal
  Real.instAddCommMonoid =
    CommRing.toNonUnitalCommRing.toNonUnitalNonAssocCommRing.toNonUnitalNonAssocSemiring.toAddCommMonoid

Note: The full type of `@funext` is
  ∀ {α : Sort ?u.196} {β : α → Sort ?u.195} {f g : (x : α) → β x}, (∀ (x : α), f x = g x) → f = g

case e'_3
α L : ℝ
hα : 0 < α
hL : 0 < L
c : ℝ
hπ : 0 < π
ha : 0 < 4 * π * α / L ^ 2
hb : 0 < L ^ 2 / (4 * α)
hP :
  ∑' (n : ℤ), rexp (-π * (4 * π * α / L ^ 2) * ↑n ^ 2) =
    1 / (√(4 * π * α) / L) * (1 + 2 * ∑' (m : ℕ), rexp (-(L ^ 2 / (4 * α)) * (↑m + 1) ^ 2))
hc : -π / (4 * π * α / L ^ 2) = -(L ^ 2 / (4 * α))
hs : Summable fun n => rexp (-π * (4 * π * α / L ^ 2) * ↑n ^ 2)
h :
  HasSum (fun i => c * rexp (-π * (4 * π * α / L ^ 2) * ↑i ^ 2))
    (c * (1 / (√(4 * π * α) / L) * (1 + 2 * ∑' (m : ℕ), rexp (-(L ^ 2 / (4 * α)) * (↑m + 1) ^ 2))))
⊢ Real.instAddCommMonoid =
    CommRing.toNonUnitalCommRing.toNonUnitalNonAssocCommRing.toNonUnitalNonAssocSemiring.toAddCommMonoid
Main.lean:78:11: error: Tactic `unfold` failed to unfold `imageSum` in
  (fun n => summand α c (2 * π * ↑n / L)) = fun i => c * rexp (-π * (4 * π * α / L ^ 2) * ↑i ^ 2)
Main.lean:61:66: error: unsolved goals
case e'_6
α L : ℝ
hα : 0 < α
hL : 0 < L
c : ℝ
hπ : 0 < π
ha : 0 < 4 * π * α / L ^ 2
hb : 0 < L ^ 2 / (4 * α)
hP :
  ∑' (n : ℤ), rexp (-π * (4 * π * α / L ^ 2) * ↑n ^ 2) =
    1 / (√(4 * π * α) / L) * (1 + 2 * ∑' (m : ℕ), rexp (-(L ^ 2 / (4 * α)) * (↑m + 1) ^ 2))
hc : -π / (4 * π * α / L ^ 2) = -(L ^ 2 / (4 * α))
hs : Summable fun n => rexp (-π * (4 * π * α / L ^ 2) * ↑n ^ 2)
h :
  HasSum (fun i => c * rexp (-π * (4 * π * α / L ^ 2) * ↑i ^ 2))
    (c * (1 / (√(4 * π * α) / L) * (1 + 2 * ∑' (m : ℕ), rexp (-(L ^ 2 / (4 * α)) * (↑m + 1) ^ 2))))
⊢ L * c / √(4 * π * α) * (1 + 2 * imageSum α L) =
    c * (1 / (√(4 * π * α) / L) * (1 + 2 * ∑' (m : ℕ), rexp (-(L ^ 2 / (4 * α)) * (↑m + 1) ^ 2)))
```

Diagnosis. The two bullets after `convert h using 1` expect two goals, the equality of the summands and that of the values, but `convert` leaves three. The extra one comes first and asks that two additive structures on the reals be equal: `Real.instAddCommMonoid`, in the goal, and the one derived from the ring structure, in `h`, which came through `HasSum.mul_left`.

Every bullet is therefore one goal too early. `funext` meets the equation between instances, which is not one between functions; `unfold imageSum` meets the equation between summands, where `imageSum` does not occur; and the equation between values is left unsolved, which is the third error.

The repair states the two intended equations as `e1` and `e2`, proves them by essentially the old steps, and rewrites the goal with them. `exact h` then closes it, since the two additive structures agree by definition and Lean checks this by unfolding them. The same check unfolds `imageSum` to the explicit sum in `h`, so `unfold imageSum` is no longer needed.

The repair, with which the file compiles:

```diff
@@ -71,12 +71,16 @@
   have h := hs.hasSum.mul_left c
   rw [hP] at h
-  convert h using 1
-  · funext n
+  have e1 : (fun n : ℤ => summand α c (2 * π * n / L)) =
+      fun n : ℤ => c * Real.exp (-π * (4 * π * α / L ^ 2) * (n : ℝ) ^ 2) := by
+    funext n
     unfold summand
     congr 2
     ring
-  · unfold imageSum
+  have e2 : L * c / Real.sqrt (4 * π * α) * (1 + 2 * imageSum α L) =
+      c * (1 / (Real.sqrt (4 * π * α) / L) * (1 + 2 * imageSum α L)) := by
     rw [one_div_div]
     ring
+  rw [e1, e2]
+  exact h
 
 end
```
